# The Weizsäcker potential can cancel the nuclear singularity; the Thomas–Fermi potential of a bounded density cannot

Take a nucleus of charge 1 and the amplitude $f(r)=e^{-r}$, in atomic units. Since $f'=-f$ and $f''=f$, the Weizsäcker potential is

$$-\frac{f''+2f'/r}{2f}=\frac1r-\frac12 .$$

Adding the Coulomb potential $-1/r$ leaves the constant $-\tfrac12$. The Thomas–Fermi potential is $Cn^{2/3}$ with a constant $C$. For the constant density $n=1$, adding $-1/r$ gives $-1/r+C$, which falls to $-\infty$ at the nucleus whatever the value of $C$.

## Cancellation and the cusp condition

Let the nucleus have charge $Z$ and the density be $n=f^2$. For $f=e^{-ar}$ we have $f'=-af$ and $f''=a^2f$, so the Weizsäcker potential is $a/r-a^2/2$. With $a=Z$, adding $-Z/r$ gives $-Z^2/2$, the hydrogenic ground-state energy.

For a general amplitude with $f(0)\neq0$, twice differentiable at 0 with $f''$ continuous there, the sum is

$$V(r)=-\frac Zr-\frac{f''+2f'/r}{2f}=-\frac1{f(r)}\left[\frac{f''(r)}2+\frac{f'(r)+Zf(r)}r\right].$$

Suppose $f'(0)=-Zf(0)$. Then $g=f'+Zf$ vanishes at 0, so $g(r)/r\to g'(0)=f''(0)-Z^2f(0)$, and

$$V(r)\to Z^2-\frac{3f''(0)}{2f(0)} .$$

Conversely, suppose $V(r)\to L$ with $L$ finite. Then $rV(r)\to0$. But $rV=-(rf''+2f')/(2f)-Z$ also tends to $-f'(0)/f(0)-Z$, so $f'(0)=-Zf(0)$.

## Divergence for bounded densities

Let $Z>0$ and $0\le n\le M$ near the nucleus. Then $Cn^{2/3}\le|C|M^{2/3}$, hence

$$-\frac Zr+Cn(r)^{2/3}\le-\frac Zr+|C|M^{2/3}\to-\infty .$$

If the left side equals a constant chemical potential $\mu$ near the nucleus, $n$ cannot be bounded there, because the sum would eventually lie below $\mu$.

In orbital-free DFT, the choice of kinetic functional thus affects the density at a nucleus. In a model with one nucleus, a radial density and no Hartree or exchange-correlation terms, the density $e^{-2Zr}$ makes the nuclear plus Weizsäcker potential constant and is finite at the nucleus, whereas a density that makes the nuclear plus Thomas–Fermi potential constant is unbounded there.

## The three potentials in Lean

```lean
import Mathlib

open Filter Topology

namespace NuclearCuspPotentials

noncomputable section
```

The Coulomb potential is a function of two real numbers.

```lean
/-- The Coulomb potential `-Z/r` of a nucleus of charge `Z`, for `r > 0`. -/
def nuclearPotential (Z r : ℝ) : ℝ := -Z / r
```

The Weizsäcker potential is entered as a formula, not derived from an energy functional. Its common denominator is $2rf$.

```lean
/-- The Weizsaecker potential `-(f'' + 2 f'/r) / (2 f)` of a spherical density with amplitude
`f`, written over a common denominator, for `r > 0` and `f r ≠ 0`. -/
def weizsaeckerPotential (f : ℝ → ℝ) (r : ℝ) : ℝ :=
  -(r * deriv (deriv f) r + 2 * deriv f r) / (2 * r * f r)
```

The constant `C` is the strength of the local kinetic potential. For the spin-unpolarised uniform electron gas it is $\tfrac12(3\pi^2)^{2/3}$ in atomic units, but the theorems allow any real value.

```lean
/-- The Thomas-Fermi kinetic potential `C n^(2/3)` of a nonnegative radial density `n`. -/
def thomasFermiPotential (C : ℝ) (n : ℝ → ℝ) (r : ℝ) : ℝ := C * n r ^ (2 / 3 : ℝ)
```

## The exponential amplitude

The proof computes both derivatives (`h1`, `h2`), clears the nonzero denominator and closes the identity with `linear_combination`.

```lean
/-- At `r > 0` the exponential amplitude `exp (-a r)` has the Weizsaecker potential
`a/r - a^2/2`. -/
theorem weizsaecker_exp (a : ℝ) {r : ℝ} (hr : 0 < r) :
    weizsaeckerPotential (fun s => Real.exp (-a * s)) r = a / r - a ^ 2 / 2 := by
  have hd : ∀ s : ℝ, HasDerivAt (fun s => Real.exp (-a * s)) (-a * Real.exp (-a * s)) s := by
    intro s
    have h : HasDerivAt (fun s : ℝ => -a * s) (-a) s :=
      ((hasDerivAt_id' s).const_mul (-a)).congr_deriv (by ring)
    exact h.exp.congr_deriv (by ring)
  have h1 : deriv (fun s => Real.exp (-a * s)) = fun s => -a * Real.exp (-a * s) :=
    funext fun s => (hd s).deriv
  have h2 : deriv (fun s => -a * Real.exp (-a * s)) r = -a * (-a * Real.exp (-a * r)) :=
    ((hd r).const_mul (-a)).deriv
  have hE := Real.exp_ne_zero (-a * r)
  have hc : a / r * r = a := div_mul_cancel₀ a hr.ne'
  simp only [weizsaeckerPotential, h1, h2]
  rw [div_eq_iff (mul_ne_zero (mul_ne_zero two_ne_zero hr.ne') hE)]
  linear_combination (-2 * Real.exp (-a * r)) * hc
```

## A finite limit means a cusp

The filter `𝓝[>] 0` expresses $r\to0^+$. In the next proof `hg` differentiates $g=f'+Zf$ at 0, `hs` turns this into the limit of the difference quotient, and `hL` simplifies the resulting value. The last lines identify $-1/f(r)$ times the bracketed expression above with $V(r)$ wherever $r>0$ and $f(r)\ne0$.

The derivatives at 0 are two-sided, which invites an error: writing the amplitude as $e^{-Z|r|}$ changes nothing for $r>0$, but for $Z\neq0$ it puts a kink at 0 and violates `hf`. The smooth continuation $e^{-Zr}$ satisfies the hypotheses.

```lean
/-- Let the amplitude be nonzero at the nucleus and twice differentiable there, with continuous
second derivative there. If `f'(0) = -Z f(0)`, the nuclear plus Weizsaecker potential tends to
`Z^2 - 3 f''(0) / (2 f(0))` at the nucleus. -/
theorem weizsaecker_limit_of_cusp {Z : ℝ} {f : ℝ → ℝ} (h0 : f 0 ≠ 0)
    (hf : DifferentiableAt ℝ f 0) (hf' : DifferentiableAt ℝ (deriv f) 0)
    (hf'' : ContinuousAt (deriv (deriv f)) 0) (hc : deriv f 0 = -Z * f 0) :
    Tendsto (fun r => nuclearPotential Z r + weizsaeckerPotential f r) (𝓝[>] 0)
      (𝓝 (Z ^ 2 - 3 * deriv (deriv f) 0 / (2 * f 0))) := by
  -- the combination f' + Z f vanishes at the nucleus, so its quotient by r converges
  have hg : HasDerivAt (fun s => deriv f s + Z * f s)
      (deriv (deriv f) 0 + Z * deriv f 0) 0 :=
    hf'.hasDerivAt.fun_add (hf.hasDerivAt.const_mul Z)
  have hs := hg.tendsto_slope_zero_right
  have c0 : Tendsto f (𝓝[>] 0) (𝓝 (f 0)) :=
    hf.continuousAt.tendsto.mono_left nhdsWithin_le_nhds
  have c2 : Tendsto (deriv (deriv f)) (𝓝[>] 0) (𝓝 (deriv (deriv f) 0)) :=
    hf''.tendsto.mono_left nhdsWithin_le_nhds
  have hl : Tendsto (fun r => -(deriv (deriv f) r / 2 +
      r⁻¹ • ((deriv f (0 + r) + Z * f (0 + r)) - (deriv f 0 + Z * f 0))) / f r) (𝓝[>] 0)
      (𝓝 (-(deriv (deriv f) 0 / 2 + (deriv (deriv f) 0 + Z * deriv f 0)) / f 0)) :=
    ((c2.div_const 2).add hs).neg.div c0 h0
  have hL : -(deriv (deriv f) 0 / 2 + (deriv (deriv f) 0 + Z * deriv f 0)) / f 0
      = Z ^ 2 - 3 * deriv (deriv f) 0 / (2 * f 0) := by
    rw [hc]
    field_simp
    ring
  rw [hL] at hl
  refine hl.congr' ?_
  filter_upwards [c0.eventually_ne h0, self_mem_nhdsWithin] with r hr hpos
  have hr0 : r ≠ 0 := (Set.mem_Ioi.mp hpos).ne'
  simp only [nuclearPotential, weizsaeckerPotential, zero_add, smul_eq_mul, hc]
  field_simp
  ring
```

The equivalence concerns a given amplitude; that the density of an interacting ground state obeys the cusp condition is a separate matter. In the forward direction, `h1` and `h2` are the two limits of $rV(r)$, and uniqueness of limits equates them. The reverse direction applies the preceding theorem.

```lean
/-- For an amplitude that is nonzero at the nucleus and twice differentiable there, with
continuous second derivative there, the nuclear plus Weizsaecker potential has a finite limit at
the nucleus exactly when the cusp condition `f'(0) = -Z f(0)` holds. -/
theorem weizsaecker_finite_iff_cusp {Z : ℝ} {f : ℝ → ℝ} (h0 : f 0 ≠ 0)
    (hf : DifferentiableAt ℝ f 0) (hf' : DifferentiableAt ℝ (deriv f) 0)
    (hf'' : ContinuousAt (deriv (deriv f)) 0) :
    (∃ L, Tendsto (fun r => nuclearPotential Z r + weizsaeckerPotential f r) (𝓝[>] 0) (𝓝 L))
      ↔ deriv f 0 = -Z * f 0 := by
  constructor
  · rintro ⟨L, hL⟩
    have hid : Tendsto (fun r : ℝ => r) (𝓝[>] 0) (𝓝 0) :=
      tendsto_id.mono_left nhdsWithin_le_nhds
    have c0 : Tendsto f (𝓝[>] 0) (𝓝 (f 0)) :=
      hf.continuousAt.tendsto.mono_left nhdsWithin_le_nhds
    have c1 : Tendsto (deriv f) (𝓝[>] 0) (𝓝 (deriv f 0)) :=
      hf'.continuousAt.tendsto.mono_left nhdsWithin_le_nhds
    have c2 : Tendsto (deriv (deriv f)) (𝓝[>] 0) (𝓝 (deriv (deriv f) 0)) :=
      hf''.tendsto.mono_left nhdsWithin_le_nhds
    -- r times the potential tends to zero, and also to -f'(0)/f(0) - Z
    have h1 := hid.mul hL
    have h2 : Tendsto (fun r => -(r * deriv (deriv f) r + 2 * deriv f r) / (2 * f r) - Z)
        (𝓝[>] 0) (𝓝 (-(0 * deriv (deriv f) 0 + 2 * deriv f 0) / (2 * f 0) - Z)) :=
      (((hid.mul c2).add (c1.const_mul 2)).neg.div (c0.const_mul 2)
        (mul_ne_zero two_ne_zero h0)).sub_const Z
    have he : (fun r => r * (nuclearPotential Z r + weizsaeckerPotential f r)) =ᶠ[𝓝[>] 0]
        (fun r => -(r * deriv (deriv f) r + 2 * deriv f r) / (2 * f r) - Z) := by
      filter_upwards [c0.eventually_ne h0, self_mem_nhdsWithin] with r hr hpos
      have hr0 : r ≠ 0 := (Set.mem_Ioi.mp hpos).ne'
      simp only [nuclearPotential, weizsaeckerPotential]
      field_simp
      ring
    have h3 := tendsto_nhds_unique (h1.congr' he) h2
    have h4 : -(0 * deriv (deriv f) 0 + 2 * deriv f 0) / (2 * f 0) = Z := by linarith
    rw [div_eq_iff (mul_ne_zero two_ne_zero h0)] at h4
    linarith
  · intro hc
    exact ⟨_, weizsaecker_limit_of_cusp h0 hf hf' hf'' hc⟩
```

## The Thomas–Fermi side

The hypothesis `hn` uses `∀ᶠ`, so the bounds are needed only for sufficiently small $r>0$. Here `h5` is the bound $Cn^{2/3}\le|C|M^{2/3}$, and `tendsto_atBot_mono'` carries out the comparison.

```lean
/-- For `Z > 0` and a density that is nonnegative and bounded near the nucleus, the nuclear plus
Thomas-Fermi potential tends to minus infinity at the nucleus. -/
theorem thomasFermi_tendsto_atBot {Z : ℝ} (hZ : 0 < Z) (C M : ℝ) (n : ℝ → ℝ)
    (hn : ∀ᶠ r in 𝓝[>] (0 : ℝ), 0 ≤ n r ∧ n r ≤ M) :
    Tendsto (fun r => nuclearPotential Z r + thomasFermiPotential C n r) (𝓝[>] 0) atBot := by
  have h1 : Tendsto (fun r : ℝ => Z * r⁻¹) (𝓝[>] 0) atTop :=
    tendsto_inv_nhdsGT_zero.const_mul_atTop hZ
  have h2 : Tendsto (fun r : ℝ => -(Z * r⁻¹) + |C| * M ^ (2 / 3 : ℝ)) (𝓝[>] 0) atBot :=
    tendsto_atBot_add_const_right _ _ (tendsto_neg_atTop_atBot.comp h1)
  -- the kinetic term stays below a constant, so the Coulomb term wins
  refine tendsto_atBot_mono' _ ?_ h2
  filter_upwards [hn] with r hr
  have h3 : n r ^ (2 / 3 : ℝ) ≤ M ^ (2 / 3 : ℝ) :=
    Real.rpow_le_rpow hr.1 hr.2 (by norm_num)
  have h4 : 0 ≤ n r ^ (2 / 3 : ℝ) := Real.rpow_nonneg hr.1 _
  have h5 : C * n r ^ (2 / 3 : ℝ) ≤ |C| * M ^ (2 / 3 : ℝ) :=
    (mul_le_mul_of_nonneg_right (le_abs_self C) h4).trans
      (mul_le_mul_of_nonneg_left h3 (abs_nonneg C))
  have h6 : -Z / r = -(Z * r⁻¹) := by ring
  simp only [nuclearPotential, thomasFermiPotential]
  rw [h6]
  linarith
```

The two behaviours are now combined, with a single bound $M$ on the density for all $r>0$.

```lean
/-- For `Z > 0`, the amplitude `exp (-Z r)` makes the nuclear plus Weizsaecker potential equal to
`-Z^2/2` at every `r > 0`, whereas the nuclear plus Thomas-Fermi potential of any nonnegative
bounded density tends to minus infinity at the nucleus. -/
theorem weizsaecker_constant_thomasFermi_diverges {Z : ℝ} (hZ : 0 < Z) :
    (∀ r, 0 < r → nuclearPotential Z r +
      weizsaeckerPotential (fun s => Real.exp (-Z * s)) r = -Z ^ 2 / 2) ∧
    ∀ (C M : ℝ) (n : ℝ → ℝ), (∀ r, 0 < r → 0 ≤ n r ∧ n r ≤ M) →
      Tendsto (fun r => nuclearPotential Z r + thomasFermiPotential C n r) (𝓝[>] 0) atBot := by
  constructor
  · intro r hr
    rw [weizsaecker_exp Z hr, nuclearPotential]
    ring
  · intro C M n hn
    refine thomasFermi_tendsto_atBot hZ C M n ?_
    filter_upwards [self_mem_nhdsWithin] with r hr
    exact hn r hr
```

In the last theorem `hE` is the Thomas–Fermi equation without its Hartree term, near the nucleus. It is assumed, so existence of a solution is not claimed. The conclusion holds for each `M`: there are arbitrarily small $r>0$ with $n(r)>M$. The proof is by contradiction: if $n\le M$ held near the nucleus, there would be a radius where the potential is both below `μ` and equal to it.

```lean
/-- For `Z > 0`, a nonnegative density that solves the Hartree-free Thomas-Fermi equation
`-Z/r + C n^(2/3) = μ` near the nucleus is unbounded there. -/
theorem thomasFermi_solution_unbounded {Z : ℝ} (hZ : 0 < Z) (C μ : ℝ) (n : ℝ → ℝ)
    (hn : ∀ᶠ r in 𝓝[>] (0 : ℝ), 0 ≤ n r)
    (hE : ∀ᶠ r in 𝓝[>] (0 : ℝ), nuclearPotential Z r + thomasFermiPotential C n r = μ)
    (M : ℝ) : ¬ ∀ᶠ r in 𝓝[>] (0 : ℝ), n r ≤ M := by
  intro hM
  have h := thomasFermi_tendsto_atBot hZ C M n (hn.and hM)
  -- near the nucleus the potential would lie strictly below its constant value
  obtain ⟨r, h1, h2⟩ := ((h.eventually (eventually_lt_atBot μ)).and hE).exists
  exact absurd h2 h1.ne

end

end NuclearCuspPotentials
```

```lean
#print axioms NuclearCuspPotentials.weizsaecker_finite_iff_cusp
#print axioms NuclearCuspPotentials.weizsaecker_constant_thomasFermi_diverges
#print axioms NuclearCuspPotentials.thomasFermi_solution_unbounded
```

```
'NuclearCuspPotentials.weizsaecker_finite_iff_cusp' depends on axioms: [propext, Classical.choice, Quot.sound]
'NuclearCuspPotentials.weizsaecker_constant_thomasFermi_diverges' depends on axioms: [propext, Classical.choice, Quot.sound]
'NuclearCuspPotentials.thomasFermi_solution_unbounded' depends on axioms: [propext, Classical.choice, Quot.sound]
```
